# The connected-determinant recursion: exponentially many products with a table, at least factorially many without

In an expansion of the Hubbard model in its interaction, fix the positions of the interaction vertices in space and imaginary time. The sum \(D(V)\) of all vacuum diagrams on a vertex set \(V\) is then given by determinants, one for each spin. It includes disconnected diagrams, whereas the free energy needs only the connected ones. To remove the others, sort them by the set \(S\) of vertices connected to the smallest vertex of \(V\), and subtract \(C(S)\,D(V\setminus S)\) for each proper subset \(S\) that can occur, where \(C(S)\) is the sum of the connected diagrams on \(S\). How many products does this take?

The answer bears on the connected-determinant variant of diagrammatic Monte Carlo, where such a recursion is evaluated for each sampled configuration, but it counts only these products: the values of \(D\) are taken as given, and additions are free.

Vertices are natural numbers, and `splits V` collects the sets \(S\) in the subtraction.

```lean
import Mathlib

open Finset Filter Topology

namespace ConnectedDeterminantCost

/-- The proper subsets of the vertex set `V` that contain the smallest vertex of `V`. -/
def splits (V : Finset ℕ) : Finset (Finset ℕ) :=
  V.ssubsets.filter (fun S => ∃ m ∈ S, ∀ v ∈ V, m ≤ v)
```

## (a) The recursion descends

Show that every set used in the recursion for \(V\) is smaller than \(V\):
\[ S\in\mathrm{splits}(V)\;\Longrightarrow\;|S|<|V|. \]

By definition \(S\) is a proper subset of \(V\), so it lacks at least one vertex of the finite set \(V\).

```lean
/-- Every set in the recursion sum for `V` has fewer vertices than `V`. -/
theorem card_lt_of_mem_splits {V S : Finset ℕ} (h : S ∈ splits V) : S.card < V.card :=
  Finset.card_lt_card (Finset.mem_ssubsets.1 (Finset.mem_filter.1 h).1)
```

This lets \(C\) be defined by recursion on the number of vertices. In `connected`, `D` is any real function on finite sets. Reading \(C\) as a sum of connected diagrams requires \(D\) to be the diagram sum above, but the counts do not depend on that. The empty set has no splits, so \(C(\emptyset)=D(\emptyset)\), and no normalisation \(D(\emptyset)=1\) is imposed.

```lean
/-- The function `C` obtained from a real function `D` on finite vertex sets by recursion: from
`D(V)`, subtract `C(S) D(V \ S)` for every proper subset `S` containing the smallest vertex of `V`.
-/
noncomputable def connected (D : Finset ℕ → ℝ) (V : Finset ℕ) : ℝ :=
  D V - ∑ S ∈ (splits V).attach, connected D S.1 * D (V \ S.1)
termination_by V.card
decreasing_by exact card_lt_of_mem_splits S.2
```

Two costs are defined on the same index set. `tableCost A` adds the number of splits over all \(V\subseteq A\), as when each \(C(V)\) is computed once and stored. For nonempty \(A\), this full table can hold more than \(C(A)\) alone requires, since the recursion for \(C(A)\) only uses values of \(C\) on sets that contain the smallest vertex of \(A\).

```lean
/-- The number of products `C(S) D(V \ S)` formed when `C` is tabulated once for every
subset `V` of `A`. -/
def tableCost (A : Finset ℕ) : ℕ := ∑ V ∈ A.powerset, (splits V).card
```

`naiveCost V` charges each split one product plus the full cost of computing \(C(S)\) again.

```lean
/-- The number of products formed in computing the single value `C(V)` when nothing is stored
and each `C(S)` is computed anew wherever it occurs. -/
def naiveCost (V : Finset ℕ) : ℕ :=
  ∑ S ∈ (splits V).attach, (1 + naiveCost S.1)
termination_by V.card
decreasing_by exact card_lt_of_mem_splits S.2
```

## (b) One product for each split

Show that the definition gives the intended recursion:
\[ C(V)=D(V)-\sum_{S\in\mathrm{splits}(V)}C(S)\,D(V\setminus S). \]

Unfold the definition once. The only difference is `attach`, which replaces each element \(S\) of a finite set by the pair of \(S\) and a proof that it belongs to that set. Lean needs this proof, available as `S.2`, to apply part (a) and see that the recursive call is on a smaller set. Once the definition has been accepted, `Finset.sum_attach` turns the sum over pairs back into an ordinary sum. The same device serves `naiveCost`.

```lean
/-- The recursion for the connected part, with one product for each element of `splits V`. -/
theorem connected_eq (D : Finset ℕ → ℝ) (V : Finset ℕ) :
    connected D V = D V - ∑ S ∈ splits V, connected D S * D (V \ S) := by
  rw [connected, Finset.sum_attach (splits V) (fun S => connected D S * D (V \ S))]
```

## (c) The smallest vertex as a label

Let \(m\) be the smallest vertex of \(V\). Show that
\[ S\in\mathrm{splits}(V)\iff S\subsetneq V\ \text{and}\ m\in S. \]

The definition asks for some \(a\in S\) with \(a\le v\) for all \(v\in V\). Then \(a\le m\), and \(m\le a\) because \(a\in V\), so \(a=m\). Conversely, if \(m\in S\), take \(a=m\). The step \(a=m\) is `le_antisymm` in the code.

```lean
/-- If `m` is the smallest vertex of `V`, the recursion sum runs over the proper subsets
of `V` that contain `m`. -/
theorem mem_splits_iff {V S : Finset ℕ} {m : ℕ} (hm : m ∈ V) (hmin : ∀ v ∈ V, m ≤ v) :
    S ∈ splits V ↔ S ⊂ V ∧ m ∈ S := by
  simp only [splits, Finset.mem_filter, Finset.mem_ssubsets]
  constructor
  · rintro ⟨h, a, ha, hle⟩
    have e : a = m := le_antisymm (hle m hm) (hmin a (h.subset ha))
    exact ⟨h, e ▸ ha⟩
  · rintro ⟨h, hS⟩
    exact ⟨h, m, hS, hmin⟩
```

## (d) Products for one vertex set

Let \(|V|=k+1\). Show that
\[ |\mathrm{splits}(V)|+1=2^k. \]

Let \(m\) be the smallest vertex of \(V\). A subset of \(V\) containing \(m\) is \(\{m\}\cup T\) with \(T\subseteq V\setminus\{m\}\), and \(T\) is unique. There are \(2^k\) choices of \(T\). Exactly one of them gives \(V\) itself, which is not a split.

In the code, `himg` identifies the splits together with \(V\) as the image of \(T\mapsto\{m\}\cup T\), and `hinj` shows that different \(T\) give different sets.

```lean
/-- For a nonempty vertex set `V` the recursion sum for `C(V)` has `2^(|V|-1) - 1` terms. -/
theorem card_splits {V : Finset ℕ} {k : ℕ} (hV : V.card = k + 1) :
    (splits V).card + 1 = 2 ^ k := by
  have hne : V.Nonempty := Finset.card_pos.1 (by omega)
  obtain ⟨m, hm, hmin⟩ : ∃ m ∈ V, ∀ v ∈ V, m ≤ v :=
    ⟨V.min' hne, V.min'_mem hne, fun v hv => V.min'_le v hv⟩
  have hnot : V ∉ splits V := fun h => lt_irrefl _ (card_lt_of_mem_splits h)
  -- with `V` itself adjoined, a split is a free choice among the other vertices
  have himg : insert V (splits V) = (V.erase m).powerset.image (fun T => insert m T) := by
    ext S
    rw [Finset.mem_insert, mem_splits_iff hm hmin, Finset.mem_image]
    constructor
    · intro h
      have hS : S ⊆ V ∧ m ∈ S := by
        rcases h with h | h
        · rw [h]
          exact ⟨Finset.Subset.refl V, hm⟩
        · exact ⟨h.1.subset, h.2⟩
      exact ⟨S.erase m, Finset.mem_powerset.2 (Finset.erase_subset_erase m hS.1),
        Finset.insert_erase hS.2⟩
    · rintro ⟨T, hT, rfl⟩
      have hsub : insert m T ⊆ V := Finset.insert_subset hm
        ((Finset.mem_powerset.1 hT).trans (Finset.erase_subset m V))
      by_cases h : insert m T = V
      · exact Or.inl h
      · exact Or.inr ⟨Finset.ssubset_iff_subset_ne.2 ⟨hsub, h⟩, Finset.mem_insert_self m T⟩
  have hfree : ∀ T ∈ (V.erase m).powerset, m ∉ T := fun T hT h =>
    (Finset.mem_erase.1 (Finset.mem_powerset.1 hT h)).1 rfl
  have hinj : Set.InjOn (fun T : Finset ℕ => insert m T)
      ((V.erase m).powerset : Set (Finset ℕ)) := by
    intro T hT T' hT' h
    have h' : insert m T = insert m T' := h
    rw [← Finset.erase_insert (hfree T (Finset.mem_coe.1 hT)), h',
      Finset.erase_insert (hfree T' (Finset.mem_coe.1 hT'))]
  rw [← Finset.card_insert_of_notMem hnot, himg, Finset.card_image_of_injOn hinj,
    Finset.card_powerset, Finset.card_erase_of_mem hm, hV, Nat.add_sub_cancel]
```

## (e) The whole table

Let \(N\) be the cost of tabulating \(C\) on all subsets of a finite set \(A\). Show that
\[ 2N+2\cdot2^{|A|}=3^{|A|}+1. \]

For nonempty \(V\), doubling (d) gives \(2|\mathrm{splits}(V)|+2=2^{|V|}\). For \(V=\emptyset\) the left side is \(2\) and \(2^{|V|}=1\), so the right side needs an extra \(1\). Now sum over all \(V\subseteq A\). The left side becomes \(2N+2\cdot2^{|A|}\). On the right,
\[ \sum_{V\subseteq A}2^{|V|}=\sum_j\binom{|A|}{j}2^j=(2+1)^{|A|}=3^{|A|}, \]
and the empty set adds \(1\).

The case distinction is `hV`, and the binomial sum is `h3`.

```lean
/-- Tabulating `C` by the recursion on all subsets of a finite vertex set `A` takes `N` products
with `2 N + 2 * 2^|A| = 3^|A| + 1`. -/
theorem two_mul_tableCost (A : Finset ℕ) :
    2 * tableCost A + 2 * 2 ^ A.card = 3 ^ A.card + 1 := by
  have hV : ∀ V : Finset ℕ,
      2 * (splits V).card + 2 = 2 ^ V.card + (if V = ∅ then 1 else 0) := by
    intro V
    by_cases h : V = ∅
    · subst h
      simp [splits]
    · obtain ⟨k, hk⟩ := Nat.exists_eq_succ_of_ne_zero (mt Finset.card_eq_zero.1 h)
      have hc := card_splits hk
      rw [if_neg h, hk, Nat.succ_eq_add_one, pow_succ, ← hc]
      ring
  -- each vertex is outside `V`, or inside `V` with two choices
  have h3 : ∑ V ∈ A.powerset, 2 ^ V.card = 3 ^ A.card := by
    have h := Finset.sum_pow_mul_eq_add_pow (2 : ℕ) 1 A
    simpa using h
  have h : ∑ V ∈ A.powerset, (2 * (splits V).card + 2)
      = ∑ V ∈ A.powerset, (2 ^ V.card + (if V = ∅ then 1 else 0)) :=
    Finset.sum_congr rfl (fun V _ => hV V)
  rw [Finset.sum_add_distrib, Finset.sum_add_distrib, ← Finset.mul_sum, h3, Finset.sum_const,
    Finset.card_powerset, smul_eq_mul, Finset.sum_ite_eq',
    if_pos (Finset.empty_mem_powerset A)] at h
  unfold tableCost
  linarith
```

## (f) The vertices \(1,\dots,n\)

Show that the table on \(\{1,\dots,n\}\) costs
\[ N_n=\frac{3^n+1}{2}-2^n. \]

Put \(|A|=n\) in (e) and solve for \(N\). The code does this in the real numbers, where division and subtraction have their usual meaning.

For \(n=3\), the empty set and the single vertices need no products. Each of the three pairs needs one, and the triple needs three, from \(S=\{1\},\{1,2\},\{1,3\}\). The total is \(6=28/2-8\).

```lean
/-- On the vertices `1, ..., n` the tabulated recursion forms `(3^n + 1)/2 - 2^n` products. -/
theorem tableCost_Icc (n : ℕ) :
    (tableCost (Finset.Icc 1 n) : ℝ) = (3 ^ n + 1) / 2 - 2 ^ n := by
  have h := two_mul_tableCost (Finset.Icc 1 n)
  rw [Nat.card_Icc, Nat.add_sub_cancel] at h
  have h' : 2 * (tableCost (Finset.Icc 1 n) : ℝ) + 2 * 2 ^ n = 3 ^ n + 1 := by
    exact_mod_cast h
  linarith
```

## (g) Growth at large order

Show that
\[ \lim_{n\to\infty}\frac{N_n}{3^n}=\frac12. \]

Dividing (f) by \(3^n\) gives
\[ \frac{N_n}{3^n}=\frac12+\frac12\left(\frac13\right)^n-\left(\frac23\right)^n, \]
and both powers tend to zero. In the code these limits are `h1` and `h2`, and `e` is the rewritten ratio.

```lean
/-- At large order `n` the number of products in the tabulated recursion, divided by `3^n`,
tends to one half. -/
theorem tableCost_asymptotic :
    Tendsto (fun n : ℕ => (tableCost (Finset.Icc 1 n) : ℝ) / 3 ^ n) atTop (𝓝 (1 / 2)) := by
  have h1 : Tendsto (fun n : ℕ => (1 / 3 : ℝ) ^ n) atTop (𝓝 0) :=
    tendsto_pow_atTop_nhds_zero_of_lt_one (by norm_num) (by norm_num)
  have h2 : Tendsto (fun n : ℕ => (2 / 3 : ℝ) ^ n) atTop (𝓝 0) :=
    tendsto_pow_atTop_nhds_zero_of_lt_one (by norm_num) (by norm_num)
  have h := ((h1.const_mul (1 / 2)).sub h2).const_add (1 / 2)
  have e : (fun n : ℕ => (tableCost (Finset.Icc 1 n) : ℝ) / 3 ^ n)
      = fun n : ℕ => 1 / 2 + (1 / 2 * (1 / 3 : ℝ) ^ n - (2 / 3 : ℝ) ^ n) := by
    funext n
    have hc : (3 : ℝ) ^ n * ((3 : ℝ) ^ n)⁻¹ = 1 := mul_inv_cancel₀ (by positivity)
    rw [tableCost_Icc, div_pow, div_pow, one_pow]
    linear_combination (1 / 2) * hc
  rw [e]
  simpa using h
```

## (h) Computing without storage

Let \(|V|=k+1\), and let \(M(V)\) be the number of products that the recursion forms for \(C(V)\) alone when nothing is stored. Show that
\[ k!\le1+M(V). \]

Use induction on \(k\). For \(k=0\) the claim is \(1\le1+M(V)\). For the step, let \(|V|=k+2\), let \(m\) be the smallest vertex of \(V\), and keep only the splits \(V\setminus\{x\}\) with \(x\in V\) and \(x\ne m\). There are \(k+1\) of them, each with \(k+1\) vertices, so by induction each contributes \(1+M(V\setminus\{x\})\ge k!\). Hence
\[ M(V)\ge(k+1)\,k!=(k+1)!. \]

In the code, `hsub` shows that these sets are splits, `hinj` that they are distinct, and the `calc` block follows the estimate.

Since a factorial eventually exceeds any fixed exponential, the table wins at large order. At small order the full table need not win: for three vertices, \(C(\{1,2,3\})\) alone takes \(1+2+2=5\) products without storage, against \(6\) for the full table. The extra product belongs to \(C(\{2,3\})\), which \(C(\{1,2,3\})\) does not use; storing only the sets that contain vertex \(1\) also takes \(5\).

```lean
/-- When nothing is stored, the recursion for `C(V)` on a single set `V` of `k + 1` vertices forms
at least `k! - 1` products. -/
theorem factorial_le_naiveCost (k : ℕ) :
    ∀ V : Finset ℕ, V.card = k + 1 → k.factorial ≤ 1 + naiveCost V := by
  induction k with
  | zero =>
    intro V _
    rw [Nat.factorial_zero]
    omega
  | succ k ih =>
    intro V hV
    have hne : V.Nonempty := Finset.card_pos.1 (by omega)
    obtain ⟨m, hm, hmin⟩ : ∃ m ∈ V, ∀ v ∈ V, m ≤ v :=
      ⟨V.min' hne, V.min'_mem hne, fun v hv => V.min'_le v hv⟩
    -- keep only the splits that remove a single vertex other than the smallest
    have hsub : (V.erase m).image (fun x => V.erase x) ⊆ splits V := by
      intro S hS
      obtain ⟨x, hx, rfl⟩ := Finset.mem_image.1 hS
      obtain ⟨hxm, hxV⟩ := Finset.mem_erase.1 hx
      exact (mem_splits_iff hm hmin).2
        ⟨Finset.erase_ssubset hxV, Finset.mem_erase.2 ⟨hxm.symm, hm⟩⟩
    have hinj : Set.InjOn (fun x => V.erase x) (V.erase m : Set ℕ) := by
      intro x hx y _ h
      have h' : V.erase x = V.erase y := h
      by_contra hxy
      have hmem : x ∈ V.erase y :=
        Finset.mem_erase.2 ⟨hxy, Finset.mem_of_mem_erase (Finset.mem_coe.1 hx)⟩
      rw [← h'] at hmem
      exact (Finset.mem_erase.1 hmem).1 rfl
    have hcost : naiveCost V = ∑ S ∈ splits V, (1 + naiveCost S) := by
      rw [naiveCost, Finset.sum_attach (splits V) (fun S => 1 + naiveCost S)]
    calc (k + 1).factorial = ∑ _x ∈ V.erase m, k.factorial := by
          rw [Finset.sum_const, Finset.card_erase_of_mem hm, hV, Nat.add_sub_cancel,
            smul_eq_mul, Nat.factorial_succ]
      _ ≤ ∑ x ∈ V.erase m, (1 + naiveCost (V.erase x)) := by
          refine Finset.sum_le_sum (fun x hx => ih _ ?_)
          rw [Finset.card_erase_of_mem (Finset.mem_of_mem_erase hx), hV, Nat.add_sub_cancel]
      _ = ∑ S ∈ (V.erase m).image (fun x => V.erase x), (1 + naiveCost S) :=
          by rw [Finset.sum_image hinj]
      _ ≤ ∑ S ∈ splits V, (1 + naiveCost S) := Finset.sum_le_sum_of_subset hsub
      _ ≤ 1 + naiveCost V := by omega

end ConnectedDeterminantCost
```

```lean
#print axioms ConnectedDeterminantCost.connected_eq
#print axioms ConnectedDeterminantCost.tableCost_asymptotic
#print axioms ConnectedDeterminantCost.factorial_le_naiveCost
```

```
'ConnectedDeterminantCost.connected_eq' depends on axioms: [propext, Classical.choice, Quot.sound]
'ConnectedDeterminantCost.tableCost_asymptotic' depends on axioms: [propext, Classical.choice, Quot.sound]
'ConnectedDeterminantCost.factorial_le_naiveCost' depends on axioms: [propext, Classical.choice, Quot.sound]
```
